# An N-step phase cycle selects coherence order modulo N

Q: Suppose I want the \(+1\) coherence of a spin-1/2 and cycle the phase in two steps, \(0\) and \(\pi\). The \(-1\) coherence changes sign in the second step exactly as the \(+1\) coherence does, so the receiver setting that adds up one adds up the other. Repeating the cycle never separates them. What does your theorem say about such leaks?

A: It says exactly which entries leak. Let \(M\) be the matrix of an operator, for instance the density matrix, in a basis where the z component \(Z\) of the total spin is diagonal. Take the diagonal entries \(z_a\) of \(Z\) to be integers, let \(N\ge 1\) and \(w=e^{2\pi i/N}\), and call \(z_a-z_b\) the coherence order of the entry \(M_{ab}\). For an integer \(p\), the claim is

\[
\frac1N\sum_{k=0}^{N-1} w^{kp}\,\bigl(w^{-kZ}Mw^{kZ}\bigr)_{ab}
=\begin{cases}M_{ab}, & N\mid z_a-z_b-p,\\ 0, & \text{otherwise.}\end{cases}
\]

In your example \(N=2\) and \(p=1\). Since 2 divides \(-1-1\), the order \(-1\) survives. The basis is a finite type `n`, and the phase step is `unitPhase`.

```lean
import Mathlib

open scoped Matrix

namespace PhaseCycling

noncomputable section

variable {n : Type*} [Fintype n] [DecidableEq n]

/-- The elementary phase step `exp(2πi/N)` of an `N`-step cycle. -/
def unitPhase (N : ℕ) : ℂ := Complex.exp (2 * Real.pi * Complex.I / N)
```

Q: Integer entries? A single spin-1/2 has \(I_z=\pm\tfrac12\).

A: Add \(\tfrac12\) to both values. A constant added to \(Z\) multiplies \(w^{kZ}\) by a number, which cancels in the conjugation, and the differences \(z_a-z_b\) don't change. In Lean the spectrum is a function `z : n → ℤ`, with repeated values allowed.

```lean
/-- The rotation `w^(kZ)` about the z axis, for `Z` diagonal with integer entries `z a`. -/
def zRotation (N : ℕ) (z : n → ℤ) (k : ℤ) : Matrix n n ℂ :=
  Matrix.diagonal fun a => unitPhase N ^ (k * z a)
```

Q: And the signs? Half the confusion in this business comes from them.

A: They are fixed by two definitions. With \(\varphi=2\pi k/N\), the shifted operator is \(e^{-i\varphi Z}Me^{i\varphi Z}\), a rotation by \(+\varphi\) about z. An entry of order \(p\) picks up \(e^{-ip\varphi}\), and the receiver factor \(w^{kp}=e^{+ip\varphi}\) undoes that.

```lean
/-- The operator `M` shifted in phase by `k` steps: `w^(-kZ) M w^(kZ)`. -/
def phaseShift (N : ℕ) (z : n → ℤ) (k : ℤ) (M : Matrix n n ℂ) : Matrix n n ℂ :=
  zRotation N z (-k) * M * zRotation N z k

/-- The `N`-step phase cycle with receiver phase `w^(kp)`. -/
def phaseCycle (N : ℕ) (z : n → ℤ) (p : ℤ) (M : Matrix n n ℂ) : Matrix n n ℂ :=
  (N : ℂ)⁻¹ • ∑ k ∈ Finset.range N, unitPhase N ^ ((k : ℤ) * p) • phaseShift N z k M
```

Q: What is the ideal result to compare with?

A: The matrix that keeps only the entries of order exactly \(p\), with no "modulo \(N\)".

```lean
/-- The part of `M` of coherence order `p`: the entries with `z a - z b = p`. -/
def orderPart (z : n → ℤ) (p : ℤ) (M : Matrix n n ℂ) : Matrix n n ℂ :=
  fun a b => if z a - z b = p then M a b else 0
```

Q: Here is my main objection. Your average conjugates the whole density matrix. In my experiment I shift the phase of one pulse, while the state before it stays as it was.

A: That experiment has its own definition. The pulse \(U\) is shifted, the state \(\rho\) is not, and the resulting operators are averaged with receiver phase \(w^{k\Delta}\), where the integer \(\Delta\) is the wanted change of order.

```lean
/-- The average of the operators `U ρ Uᴴ` when only the pulse `U`, not `ρ`, is phase shifted, with
receiver phase `w^(kΔ)`. -/
def pulseCycle (N : ℕ) (z : n → ℤ) (Δ : ℤ) (U ρ : Matrix n n ℂ) : Matrix n n ℂ :=
  (N : ℂ)⁻¹ • ∑ k ∈ Finset.range N, unitPhase N ^ ((k : ℤ) * Δ) •
    (phaseShift N z k U * ρ * (phaseShift N z k U)ᴴ)
```

We will get to it through the simpler average, which starts from a sum over phases. For an integer \(m\), if \(N\mid m\), every \(w^{km}\) is 1 and the average is 1. Otherwise \(w^m\ne1\), and

\[
\sum_{k=0}^{N-1}(w^m)^k=\frac{(w^m)^N-1}{w^m-1}=0,
\]

because \(w^N=1\). The Lean proof makes the same case distinction. That \(w\) is a primitive \(N\)-th root of unity tells it when \(w^m=1\), and `geom_sum_eq` supplies the quotient.

```lean
/-- The phases `w^(km)` average over a full cycle to one if `N` divides `m`, and to zero
otherwise. -/
theorem average_phase {N : ℕ} (hN : N ≠ 0) (m : ℤ) :
    (N : ℂ)⁻¹ * ∑ k ∈ Finset.range N, unitPhase N ^ ((k : ℤ) * m)
      = if (N : ℤ) ∣ m then 1 else 0 := by
  have h : IsPrimitiveRoot (unitPhase N) N := Complex.isPrimitiveRoot_exp N hN
  have hNC : (N : ℂ) ≠ 0 := Nat.cast_ne_zero.mpr hN
  have hk : ∀ k : ℕ, unitPhase N ^ ((k : ℤ) * m) = (unitPhase N ^ m) ^ k := fun k => by
    rw [mul_comm, zpow_mul, zpow_natCast]
  rw [Finset.sum_congr rfl fun k _ => hk k]
  by_cases hm : (N : ℤ) ∣ m
  · rw [if_pos hm, (h.zpow_eq_one_iff_dvd m).mpr hm]
    simp [hNC]
  · -- a geometric sum over a nontrivial root of unity vanishes
    have h1 : unitPhase N ^ m ≠ 1 := fun e => hm ((h.zpow_eq_one_iff_dvd m).mp e)
    have h2 : (unitPhase N ^ m) ^ N = 1 := by
      rw [← zpow_natCast, ← zpow_mul, mul_comm, zpow_mul, zpow_natCast, h.pow_eq_one,
        one_zpow]
    rw [if_neg hm, geom_sum_eq h1, h2, sub_self, zero_div, mul_zero]
```

Q: Where does the operator enter?

A: Through one line of matrix multiplication with diagonal factors:

\[
(w^{-kZ}Mw^{kZ})_{ab}=w^{-kz_a}M_{ab}w^{kz_b}=w^{-k(z_a-z_b)}M_{ab}.
\]

```lean
/-- A phase shift by `k` steps multiplies the entry `M a b` by `w^(-k(z a - z b))`. -/
theorem phaseShift_apply (N : ℕ) (z : n → ℤ) (k : ℤ) (M : Matrix n n ℂ) (a b : n) :
    phaseShift N z k M a b = unitPhase N ^ (-(k * (z a - z b))) * M a b := by
  have hw : unitPhase N ≠ 0 := Complex.exp_ne_zero _
  have he : -(k * (z a - z b)) = -k * z a + k * z b := by ring
  simp only [phaseShift, zRotation, Matrix.mul_diagonal, Matrix.diagonal_mul]
  rw [he, zpow_add₀ hw]
  exact mul_right_comm _ _ _
```

Multiply by \(w^{kp}\) and average. The entry becomes \(M_{ab}\) times the mean of \(w^{k(p-(z_a-z_b))}\), which the phase sum has already evaluated. In the proof, `hk` combines the two powers, `Finset.sum_mul` takes \(M_{ab}\) out of the sum, and `average_phase` finishes. The last lines only turn \(p-(z_a-z_b)\) into \(z_a-z_b-p\), which has the same divisors.

```lean
/-- Phase cycling keeps the entry `M a b` when `N` divides `z a - z b - p` and removes it
otherwise. -/
theorem phaseCycle_apply {N : ℕ} (hN : N ≠ 0) (z : n → ℤ) (p : ℤ) (M : Matrix n n ℂ)
    (a b : n) :
    phaseCycle N z p M a b = if (N : ℤ) ∣ z a - z b - p then M a b else 0 := by
  have hw : unitPhase N ≠ 0 := Complex.exp_ne_zero _
  -- receiver phase and coherence phase combine into one power of `w`
  have hk : ∀ k : ℕ, unitPhase N ^ ((k : ℤ) * p) *
      (unitPhase N ^ (-((k : ℤ) * (z a - z b))) * M a b)
      = unitPhase N ^ ((k : ℤ) * (p - (z a - z b))) * M a b := fun k => by
    rw [← mul_assoc, ← zpow_add₀ hw]
    congr 2
    ring
  simp only [phaseCycle, Matrix.smul_apply, Matrix.sum_apply, smul_eq_mul, phaseShift_apply]
  rw [Finset.sum_congr rfl fun k _ => hk k, ← Finset.sum_mul, ← mul_assoc, average_phase hN]
  by_cases h : (N : ℤ) ∣ z a - z b - p
  · rw [if_pos h, if_pos ((dvd_sub_comm).mp h), one_mul]
  · rw [if_neg h, if_neg (fun e => h ((dvd_sub_comm).mp e)), zero_mul]
```

Q: If this is a filter, applying it twice should do nothing new.

A: It does nothing new, and two filters set to different residues block everything. Let \(d=z_a-z_b\), and let \(p\) and \(q\) be the two receiver settings. An entry survives both cycles when \(N\) divides \(d-p\) and \(d-q\). The difference of these numbers is \(p-q\) up to sign. If \(N\mid p-q\), the first condition implies the second; if not, they exclude each other. The Lean statement also allows \(N=0\), where the sums are empty and both sides are zero. The proof deals with that first and then goes through the cases above entry by entry.

```lean
/-- Two successive cycles act as the first one if `p` and `q` agree modulo `N`, and give
zero otherwise. -/
theorem phaseCycle_phaseCycle (N : ℕ) (z : n → ℤ) (p q : ℤ) (M : Matrix n n ℂ) :
    phaseCycle N z q (phaseCycle N z p M)
      = if (N : ℤ) ∣ p - q then phaseCycle N z p M else 0 := by
  rcases eq_or_ne N 0 with rfl | hN
  · simp [phaseCycle]
  ext a b
  by_cases hpq : (N : ℤ) ∣ p - q
  · rw [if_pos hpq]
    simp only [phaseCycle_apply hN]
    by_cases h : (N : ℤ) ∣ z a - z b - p
    · have h2 : (N : ℤ) ∣ z a - z b - q := by
        have := dvd_add h hpq
        rwa [sub_add_sub_cancel] at this
      rw [if_pos h2]
    · simp only [if_neg h, ite_self]
  · rw [if_neg hpq, Matrix.zero_apply]
    simp only [phaseCycle_apply hN]
    by_cases h : (N : ℤ) ∣ z a - z b - p
    · have h2 : ¬ (N : ℤ) ∣ z a - z b - q := fun e => hpq (by
        have := dvd_sub e h
        rwa [sub_sub_sub_cancel_left] at this)
      rw [if_neg h2]
    · simp only [if_neg h, ite_self]
```

Nor is anything lost between the filters. Each \(d\) has exactly one remainder \(r\) among \(0,\dots,N-1\), so each entry passes exactly one of the \(N\) cycles, and their results add up to \(M\). `Finset.sum_eq_single` reduces the sum to the term \(r\).

```lean
/-- The results of the `N` cycles with `p = 0, ..., N - 1` add up to the full operator. -/
theorem sum_phaseCycle {N : ℕ} (hN : N ≠ 0) (z : n → ℤ) (M : Matrix n n ℂ) :
    ∑ p ∈ Finset.range N, phaseCycle N z (p : ℤ) M = M := by
  ext a b
  have hpos : (0 : ℤ) < N := by exact_mod_cast Nat.pos_of_ne_zero hN
  -- the only surviving cycle is the residue of the coherence order
  obtain ⟨r, hr⟩ : ∃ r : ℕ, (r : ℤ) = (z a - z b) % N :=
    ⟨_, Int.toNat_of_nonneg (Int.emod_nonneg _ hpos.ne')⟩
  have hlt : (r : ℤ) < N := by
    rw [hr]
    exact Int.emod_lt_of_pos _ hpos
  simp only [Matrix.sum_apply, phaseCycle_apply hN]
  rw [Finset.sum_eq_single r]
  · refine if_pos ⟨(z a - z b) / N, ?_⟩
    rw [hr, Int.emod_def, sub_sub_cancel]
  · intro q hq hne
    refine if_neg fun hd => hne ?_
    have hm : (q : ℤ) % N = (z a - z b) % N := Int.modEq_iff_dvd.mpr hd
    have hq' : (q : ℤ) < N := by exact_mod_cast Finset.mem_range.mp hq
    rw [Int.emod_eq_of_lt (Int.natCast_nonneg q) hq', ← hr] at hm
    exact_mod_cast hm
  · intro h
    exact absurd (Finset.mem_range.mpr (by exact_mod_cast hlt)) h
```

Q: So when does the cycle give me order \(p\) and nothing else?

A: For every \(M\), exactly when no other order available in the basis is congruent to \(p\) modulo \(N\). If there is such an order, the matrix with all entries equal to 1 exposes it: the cycle keeps that entry and the ideal filter removes it. If there is none, the two filters agree entry by entry.

```lean
/-- The cycle isolates coherence order `p` in every operator exactly when no other order
`z a - z b` is congruent to `p` modulo `N`. -/
theorem phaseCycle_eq_orderPart_iff {N : ℕ} (hN : N ≠ 0) (z : n → ℤ) (p : ℤ) :
    (∀ M : Matrix n n ℂ, phaseCycle N z p M = orderPart z p M)
      ↔ ∀ a b, (N : ℤ) ∣ z a - z b - p → z a - z b = p := by
  constructor
  · intro h a b hd
    by_contra hne
    -- test on the operator with all entries one
    have h1 := congrFun (congrFun (h (Matrix.of fun _ _ => (1 : ℂ))) a) b
    rw [phaseCycle_apply hN, if_pos hd] at h1
    simp [orderPart, hne] at h1
  · intro h M
    ext a b
    rw [phaseCycle_apply hN]
    by_cases hd : (N : ℤ) ∣ z a - z b - p
    · rw [if_pos hd]
      exact (if_pos (h a b hd)).symm
    · have hne : ¬ z a - z b = p := fun e => hd (by rw [e, sub_self]; exact dvd_zero _)
      rw [if_neg hd]
      exact (if_neg hne).symm
```

Q: "For every \(M\)" is strict. My \(M\) may have nothing at the offending order.

A: Then a shorter cycle can be enough for you, and `phaseCycle_apply` tells you so for your particular matrix. The equivalence concerns a cycle chosen without knowing \(M\).

There is also a quick sufficient test: every order differs from \(p\) by less than \(N\). A nonzero multiple of \(N\) has absolute value at least \(N\), so \(z_a-z_b-p\) can be divisible by \(N\) only if it is zero. Two spins-1/2 have orders from \(-2\) to \(2\). For \(p=1\) the largest distance is 3, so four steps suffice, whereas three steps let \(-2\) through.

```lean
/-- If every coherence order differs from `p` by less than `N`, the cycle selects order `p`
alone. -/
theorem phaseCycle_eq_orderPart {N : ℕ} (z : n → ℤ) (p : ℤ)
    (h : ∀ a b, |z a - z b - p| < (N : ℤ)) (M : Matrix n n ℂ) :
    phaseCycle N z p M = orderPart z p M := by
  ext a b
  have hN : N ≠ 0 := by
    exact_mod_cast (lt_of_le_of_lt (abs_nonneg _) (h a b)).ne'
  refine congrFun (congrFun ((phaseCycle_eq_orderPart_iff hN z p).mpr ?_ M) a) b
  intro c d hd
  by_contra hne
  have hle := Int.le_of_dvd (abs_pos.mpr (sub_ne_zero.mpr hne)) ((dvd_abs _ _).mpr hd)
  exact absurd (h c d) (not_lt_of_ge hle)
```

Q: Back to the pulse, please.

A: Let \(\rho\) have a single order \(q\), meaning that \(\rho_{ab}=0\) unless \(z_a-z_b=q\). Lean writes this as `orderPart z q ρ = ρ`. Every nonzero entry then gains the same phase, so \(w^{-kZ}\rho w^{kZ}=w^{-kq}\rho\).

```lean
/-- An operator of coherence order `q` only gains the factor `w^(-kq)` under a phase shift by `k`
steps. -/
theorem phaseShift_of_order (N : ℕ) (z : n → ℤ) (k q : ℤ) {ρ : Matrix n n ℂ}
    (hρ : orderPart z q ρ = ρ) :
    phaseShift N z k ρ = unitPhase N ^ (-(k * q)) • ρ := by
  ext a b
  rw [phaseShift_apply, Matrix.smul_apply, smul_eq_mul]
  by_cases h : z a - z b = q
  · rw [h]
  · have h0 : ρ a b = 0 := by
      rw [← hρ]
      exact if_neg h
    rw [h0, mul_zero, mul_zero]
```

We also need the adjoint of the shifted pulse. Since \(\bar w=w^{-1}\) and the \(z_a\) are integers, \((w^{kZ})^\dagger=w^{-kZ}\).

```lean
omit [Fintype n] in
/-- The adjoint of a z rotation is the rotation by the opposite angle. -/
theorem zRotation_conjTranspose (N : ℕ) (z : n → ℤ) (k : ℤ) :
    (zRotation N z k)ᴴ = zRotation N z (-k) := by
  have hc : (starRingEnd ℂ) (unitPhase N) = (unitPhase N)⁻¹ := by
    unfold unitPhase
    rw [← Complex.exp_conj, ← Complex.exp_neg]
    congr 1
    simp only [map_div₀, map_mul, Complex.conj_I, Complex.conj_ofReal, map_natCast, map_ofNat]
    ring
  unfold zRotation
  rw [Matrix.diagonal_conjTranspose]
  refine congrArg Matrix.diagonal (funext fun a => ?_)
  change (starRingEnd ℂ) (unitPhase N ^ (k * z a)) = unitPhase N ^ (-k * z a)
  rw [map_zpow₀, hc, inv_zpow, neg_mul, zpow_neg]
```

Now write \(U_k=w^{-kZ}Uw^{kZ}\), so that \(U_k^\dagger=w^{-kZ}U^\dagger w^{kZ}\). Then

\[
\begin{aligned}
U_k\rho U_k^\dagger
&=w^{-kZ}U\,(w^{kZ}\rho w^{-kZ})\,U^\dagger w^{kZ}\\
&=w^{kq}\,w^{-kZ}(U\rho U^\dagger)w^{kZ}.
\end{aligned}
\]

The inner rotation runs backwards, which is why its phase is \(w^{+kq}\). With the receiver factor the total weight is \(w^{k(q+\Delta)}\). Cycling the pulse is therefore the same as cycling \(U\rho U^\dagger\) with \(p=q+\Delta\), and the entries that remain are those of order \(q+\Delta\) modulo \(N\). In the proof, `hs` is the displayed calculation, `hc` identifies the two averages, and `phaseCycle_apply` concludes.

```lean
/-- Coherence transfer: for an operator `ρ` of order `q`, cycling the pulse with receiver phase
`w^(kΔ)` keeps the entries of `U ρ Uᴴ` whose order is `q + Δ` modulo `N`, and no others. -/
theorem pulseCycle_apply {N : ℕ} (hN : N ≠ 0) (z : n → ℤ) (q Δ : ℤ) (U : Matrix n n ℂ)
    {ρ : Matrix n n ℂ} (hρ : orderPart z q ρ = ρ) (a b : n) :
    pulseCycle N z Δ U ρ a b
      = if (N : ℤ) ∣ z a - z b - (q + Δ) then (U * ρ * Uᴴ) a b else 0 := by
  have hw : unitPhase N ≠ 0 := Complex.exp_ne_zero _
  -- the rotations next to `ρ` leave only a phase behind
  have hs : ∀ k : ℤ, phaseShift N z k U * ρ * (phaseShift N z k U)ᴴ
      = unitPhase N ^ (k * q) • phaseShift N z k (U * ρ * Uᴴ) := fun k => by
    have hk := phaseShift_of_order N z (-k) q hρ
    rw [phaseShift, neg_neg, neg_mul, neg_neg] at hk
    calc phaseShift N z k U * ρ * (phaseShift N z k U)ᴴ
        = zRotation N z (-k) * U * (zRotation N z k * ρ * zRotation N z (-k))
            * Uᴴ * zRotation N z k := by
          simp only [phaseShift, Matrix.conjTranspose_mul, zRotation_conjTranspose, neg_neg,
            Matrix.mul_assoc]
      _ = unitPhase N ^ (k * q) • phaseShift N z k (U * ρ * Uᴴ) := by
          rw [hk]
          simp only [phaseShift, Matrix.mul_smul, Matrix.smul_mul, Matrix.mul_assoc]
  have hc : pulseCycle N z Δ U ρ = phaseCycle N z (q + Δ) (U * ρ * Uᴴ) := by
    unfold pulseCycle phaseCycle
    congr 1
    refine Finset.sum_congr rfl fun k _ => ?_
    rw [hs, smul_smul, ← zpow_add₀ hw, mul_add, add_comm]
  rw [hc, phaseCycle_apply hN]

end

end PhaseCycling
```

```lean
#print axioms PhaseCycling.phaseCycle_phaseCycle
-- 'PhaseCycling.phaseCycle_phaseCycle' depends on axioms: [propext, Classical.choice, Quot.sound]
#print axioms PhaseCycling.sum_phaseCycle
-- 'PhaseCycling.sum_phaseCycle' depends on axioms: [propext, Classical.choice, Quot.sound]
#print axioms PhaseCycling.phaseCycle_eq_orderPart
-- 'PhaseCycling.phaseCycle_eq_orderPart' depends on axioms: [propext, Classical.choice, Quot.sound]
#print axioms PhaseCycling.pulseCycle_apply
-- 'PhaseCycling.pulseCycle_apply' depends on axioms: [propext, Classical.choice, Quot.sound]
```

Q: I notice that nobody required \(U\) to be unitary or \(\rho\) to be a density matrix.

A: The algebra needs neither, and for \(\rho\) this is useful: a component with \(q\neq0\) has zero trace and is only a part of a density matrix. For a state with several orders you would split \(\rho\) by order and use linearity; each part then changes its order by \(\Delta\) modulo \(N\).

Q: What is idealised?

A: The phase steps are exact, all scans start from the same \(\rho\), and the basis is finite. The pulse acts as \(U\rho U^\dagger\), so relaxation during it is left out, and so is the detector. A phase shift of the pulse is taken to turn \(U\) into \(w^{-kZ}Uw^{kZ}\). This holds when the shift rotates the pulse's own term in the Hamiltonian about z and all other terms present during the pulse commute with \(Z\). Within those limits, for a \(\rho\) of single known order \(q\), and if the evolution after the pulse is the same in all \(N\) runs, a simulation can replace the \(N\) runs of one cycled pulse by a single run in which the entries whose order is not \(q+\Delta\) modulo \(N\) are deleted directly after that pulse.

Q: Could the phase have been continuous?

A: Yes. One would average \(e^{ip\varphi}e^{-i\varphi Z}Me^{i\varphi Z}\) over \(0\le\varphi<2\pi\). For integer \(z_a\) the integral keeps order \(p\) alone, so \(N\) and the congruences disappear. So does the leak you began with, which came from having just two phase steps. For a spin-1/2, three equal steps already remove it.
